# The 19-point Mehrstellen operator equals the 7-point averaged Laplacian on polynomials of degree at most five

Let $u$ be a real polynomial in $x,y,z$ of total degree at most 5, and let $h>0$. At every point of space,

$$\frac{1}{h^2}\Big(-4\,u+\tfrac13\sum_{\text{6 faces}}u+\tfrac16\sum_{\text{12 edges}}u\Big)=\tfrac12\,\nabla^2u+\tfrac1{12}\sum_{\text{6 faces}}\nabla^2u .$$

The face points lie at distance $h$ along the axes, and the edge points are displaced by $\pm h$ along two axes at once. The right-hand side is a weighted average of the Laplacian over the centre and its six face points, with half of the total weight at the centre.

```lean
import Mathlib

open MvPolynomial

namespace MehrstellenLaplacian

noncomputable section
```

## Fields, Laplacian and stencils

A field is a formal polynomial, of type `MvPolynomial (Fin 3) ℝ`. The variables 0, 1, 2 stand for $x,y,z$, and `value u` is the corresponding function on space.

```lean
/-- The value of a polynomial field at the point `(x, y, z)`. -/
def value (u : MvPolynomial (Fin 3) ℝ) (x y z : ℝ) : ℝ := eval ![x, y, z] u
```

The Laplacian $\nabla^2u=\sum_i\partial_i^2u$ uses formal partial derivatives, which for polynomials are the ordinary ones.

```lean
/-- The Laplacian of a polynomial field. -/
def laplacian (u : MvPolynomial (Fin 3) ℝ) : MvPolynomial (Fin 3) ℝ :=
  ∑ i, pderiv i (pderiv i u)
```

The stencils act on any function $g(x,y,z)$, polynomial or not. The first ingredient is the sum over the six points $(x\pm h,y,z)$, $(x,y\pm h,z)$, $(x,y,z\pm h)$.

```lean
/-- The sum of a field over the six nearest neighbours on a cubic grid of spacing `h`. -/
def faceSum (h : ℝ) (g : ℝ → ℝ → ℝ → ℝ) (x y z : ℝ) : ℝ :=
  g (x + h) y z + g (x - h) y z + g x (y + h) z + g x (y - h) z
    + g x y (z + h) + g x y (z - h)
```

The second is the sum over the twelve edge points, four in each coordinate plane through the centre.

```lean
/-- The sum of a field over the twelve second neighbours on a cubic grid of spacing `h`. They are
the edge midpoints of the cube of side `2 * h` centred at `(x, y, z)`. -/
def edgeSum (h : ℝ) (g : ℝ → ℝ → ℝ → ℝ) (x y z : ℝ) : ℝ :=
  g (x + h) (y + h) z + g (x + h) (y - h) z + g (x - h) (y + h) z + g (x - h) (y - h) z
    + g (x + h) y (z + h) + g (x + h) y (z - h) + g (x - h) y (z + h) + g (x - h) y (z - h)
    + g x (y + h) (z + h) + g x (y + h) (z - h) + g x (y - h) (z + h) + g x (y - h) (z - h)
```

With centre, face and edge weights $c,f,e$, the difference operator is $(c\,g+f\sum_{\rm faces}g+e\sum_{\rm edges}g)/h^2$. Keeping the weights as parameters allows their uniqueness to be stated later.

```lean
/-- The 19-point operator with centre, face and edge weights `(c, f, e) / h ^ 2`. -/
def stencil19 (c f e h : ℝ) (g : ℝ → ℝ → ℝ → ℝ) (x y z : ℝ) : ℝ :=
  (c * g x y z + f * faceSum h g x y z + e * edgeSum h g x y z) / h ^ 2
```

The averaging side has centre weight $b_0$ and face weight $b_1$, with no division by $h^2$.

```lean
/-- The 7-point average with centre weight `b₀` and face weight `b₁`. -/
def average7 (b₀ b₁ h : ℝ) (g : ℝ → ℝ → ℝ → ℝ) (x y z : ℝ) : ℝ :=
  b₀ * g x y z + b₁ * faceSum h g x y z
```

## Reduction to one-dimensional factors

In one dimension, $(x^a)''=a(a-1)x^{a-2}$. Subtraction of natural numbers in Lean stops at zero, which is harmless here because the coefficient vanishes for $a=0$ and $a=1$.

```lean
/-- The second derivative of the power `x ^ a`. -/
def d2 (a : ℕ) (x : ℝ) : ℝ := (a : ℝ) * ((a - 1 : ℕ) : ℝ) * x ^ (a - 1 - 1)
```

Evaluation is linear, so $(u+v)(x,y,z)=u(x,y,z)+v(x,y,z)$.

```lean
lemma value_add (u v : MvPolynomial (Fin 3) ℝ) (x y z : ℝ) :
    value (u + v) x y z = value u x y z + value v x y z := by
  simp [value]
```

Likewise $\nabla^2(u+v)=\nabla^2u+\nabla^2v$.

```lean
lemma laplacian_add (u v : MvPolynomial (Fin 3) ℝ) :
    laplacian (u + v) = laplacian u + laplacian v := by
  simp [laplacian, Finset.sum_add_distrib]
```

It therefore suffices to treat monomials. One with coefficient $k$ and exponents $s_0,s_1,s_2$ has the value $k\,x^{s_0}y^{s_1}z^{s_2}$.

```lean
lemma value_monomial (s : Fin 3 →₀ ℕ) (k x y z : ℝ) :
    value (monomial s k) x y z = k * (x ^ s 0 * y ^ s 1 * z ^ s 2) := by
  rw [value, eval_monomial, Finsupp.prod_fintype _ _ (fun _ => pow_zero _)]
  simp [Fin.prod_univ_three]
```

Its Laplacian differentiates one factor at a time:

$$k\big[(x^{s_0})''y^{s_1}z^{s_2}+x^{s_0}(y^{s_1})''z^{s_2}+x^{s_0}y^{s_1}(z^{s_2})''\big].$$

```lean
/-- The Laplacian of a monomial is the sum of its second derivatives along the three axes. -/
theorem value_laplacian_monomial (s : Fin 3 →₀ ℕ) (k x y z : ℝ) :
    value (laplacian (monomial s k)) x y z =
      k * (d2 (s 0) x * y ^ s 1 * z ^ s 2 + x ^ s 0 * d2 (s 1) y * z ^ s 2
        + x ^ s 0 * y ^ s 1 * d2 (s 2) z) := by
  simp only [laplacian, Fin.sum_univ_three, pderiv_monomial, value_add, value_monomial, d2]
  simp
  ring
```

## Numerov's relation along each axis

Write $\delta_x g=g(x+h)+g(x-h)-2g(x)$ for the second difference and $D_x$ for the second derivative, and similarly for $y$ and $z$. In the binomial expansion of $\delta_x x^a$ the odd powers of $h$ cancel, and for $a\le5$ only two terms remain:

$$\delta_x x^a=h^2D_xx^a+\tfrac{h^4}{12}D_x^2x^a .$$

Since $D_xx^a$ has degree at most 3, its own second difference has a single term, $\delta_xD_xx^a=h^2D_x^2x^a$. Substituting this gives

$$\delta_xx^a=h^2\big(1+\tfrac1{12}\delta_x\big)D_xx^a=\tfrac{h^2}{12}\big[D_xx^a\big|_{x+h}+10\,D_xx^a+D_xx^a\big|_{x-h}\big].$$

Lean checks the six exponents one by one: `interval_cases` lists them and `ring` expands each.

```lean
/-- The one-dimensional Numerov relation is exact for powers up to the fifth. -/
theorem numerov_power (a : ℕ) (ha : a ≤ 5) (x h : ℝ) :
    (x + h) ^ a + (x - h) ^ a - 2 * x ^ a
      = h ^ 2 / 12 * (d2 a (x + h) + 10 * d2 a x + d2 a (x - h)) := by
  interval_cases a <;> simp only [d2, Nat.reduceSub] <;> push_cast <;> ring
```

## The cross terms vanish

For two different axes, the quantity needed is

$$(\delta_xx^a)\,\big(\delta_yy^b-h^2D_yy^b\big),\qquad a+b\le5 .$$

If $b\le3$, the second factor is zero, because the $h^4$ term of the expansion is absent. If $b\ge4$, then $a\le1$, and the second difference of a constant or linear function is zero. The proof makes the same split.

```lean
/-- For two powers of total degree at most five, the second difference of one times the
error of the second difference of the other vanishes. -/
theorem cross_error (a b : ℕ) (hab : a + b ≤ 5) (x y h : ℝ) :
    ((x + h) ^ a + (x - h) ^ a - 2 * x ^ a)
      * ((y + h) ^ b + (y - h) ^ b - 2 * y ^ b - h ^ 2 * d2 b y) = 0 := by
  rcases Nat.lt_or_ge b 4 with hb | hb
  · -- the second difference is exact up to cubic powers
    have e : (y + h) ^ b + (y - h) ^ b - 2 * y ^ b - h ^ 2 * d2 b y = 0 := by
      clear hab
      interval_cases b <;> simp only [d2, Nat.reduceSub] <;> push_cast <;> ring
    rw [e, mul_zero]
  · -- otherwise the first factor acts on a constant or linear power
    have ha : a ≤ 1 := by omega
    have e : (x + h) ^ a + (x - h) ^ a - 2 * x ^ a = 0 := by
      clear hab
      interval_cases a <;> ring
    rw [e, zero_mul]
```

## Assembling the monomial identity

The face sum is $6+\delta_x+\delta_y+\delta_z$ acting on the field. The four edge points in the $xy$ plane give $(2+\delta_x)(2+\delta_y)$, so the full edge sum is

$$12+4(\delta_x+\delta_y+\delta_z)+\delta_x\delta_y+\delta_x\delta_z+\delta_y\delta_z .$$

With weights $-4,\tfrac13,\tfrac16$ the constants cancel, since $-4+2+2=0$, and each $\delta$ has coefficient $\tfrac13+\tfrac46=1$. Thus $h^2$ times the left-hand side is

$$\sum_i\delta_i+\tfrac16\sum_{i<j}\delta_i\delta_j ,$$

while $h^2$ times the right-hand side is $h^2\big(1+\tfrac1{12}\sum_i\delta_i\big)\sum_jD_j$. Their difference is

$$\sum_i\Big[\delta_i-h^2\big(1+\tfrac{\delta_i}{12}\big)D_i\Big]+\tfrac1{12}\sum_{i<j}\Big[\delta_i(\delta_j-h^2D_j)+\delta_j(\delta_i-h^2D_i)\Big].$$

The first sum vanishes by Numerov's relation and the second by the cross-term result. The `linear_combination` call contains exactly these terms, each multiplied by the factors that it leaves untouched.

```lean
lemma monomial_exact (s : Fin 3 →₀ ℕ) (hs : s 0 + s 1 + s 2 ≤ 5) (k h x y z : ℝ) :
    -4 * value (monomial s k) x y z + 1 / 3 * faceSum h (value (monomial s k)) x y z
      + 1 / 6 * edgeSum h (value (monomial s k)) x y z
      = h ^ 2 * average7 (1 / 2) (1 / 12) h (value (laplacian (monomial s k))) x y z := by
  simp only [faceSum, edgeSum, average7, value_monomial, value_laplacian_monomial]
  generalize s 0 = a at *
  generalize s 1 = b at *
  generalize s 2 = c at *
  -- Numerov along each axis, plus the vanishing cross terms in each coordinate plane
  linear_combination
    k * y ^ b * z ^ c * numerov_power a (by omega) x h
    + k * x ^ a * z ^ c * numerov_power b (by omega) y h
    + k * x ^ a * y ^ b * numerov_power c (by omega) z h
    + k / 12 * z ^ c * (cross_error a b (by omega) x y h + cross_error b a (by omega) y x h)
    + k / 12 * y ^ b * (cross_error a c (by omega) x z h + cross_error c a (by omega) z x h)
    + k / 12 * x ^ a * (cross_error b c (by omega) y z h + cross_error c b (by omega) z y h)
```

## All polynomials up to degree five

A polynomial of degree at most 5 is a finite sum of monomials of degree at most 5, and both sides are linear in $u$. `Finset.sum_induction` accordingly asks for three things: that the identity survives addition, that it holds for zero, and that it holds for each monomial. Positivity of $h$ is used only for the final division by $h^2$.

```lean
/-- On polynomials of degree at most five, the 19-point Mehrstellen operator equals the
7-point average of the Laplacian, at every point and for every grid spacing. -/
theorem mehrstellen_exact (h : ℝ) (hh : 0 < h) (u : MvPolynomial (Fin 3) ℝ)
    (hu : u.totalDegree ≤ 5) (x y z : ℝ) :
    stencil19 (-4) (1 / 3) (1 / 6) h (value u) x y z
      = average7 (1 / 2) (1 / 12) h (value (laplacian u)) x y z := by
  have key : -4 * value u x y z + 1 / 3 * faceSum h (value u) x y z
      + 1 / 6 * edgeSum h (value u) x y z
      = h ^ 2 * average7 (1 / 2) (1 / 12) h (value (laplacian u)) x y z := by
    -- both sides are linear, so monomials suffice
    rw [u.as_sum]
    refine Finset.sum_induction _ (fun w => -4 * value w x y z
      + 1 / 3 * faceSum h (value w) x y z + 1 / 6 * edgeSum h (value w) x y z
      = h ^ 2 * average7 (1 / 2) (1 / 12) h (value (laplacian w)) x y z) ?_ ?_ ?_
    · intro v w hv hw
      simp only [faceSum, edgeSum, average7, laplacian_add, value_add] at hv hw ⊢
      linear_combination hv + hw
    · simp [faceSum, edgeSum, average7, value, laplacian]
    · intro s hs
      have hd := (le_totalDegree hs).trans hu
      rw [Finsupp.sum_fintype _ _ (fun _ => rfl), Fin.sum_univ_three] at hd
      exact monomial_exact s hd _ h x y z
  unfold stencil19
  rw [div_eq_iff (by positivity)]
  linear_combination key
```

For electrostatics in Gaussian units, $\nabla^2\varphi=-4\pi\rho$. Inserting this into the average gives

$$\frac{1}{h^2}\Big(-4\varphi+\tfrac13\sum_{\rm faces}\varphi+\tfrac16\sum_{\rm edges}\varphi\Big)=-4\pi\Big(\tfrac12\rho+\tfrac1{12}\sum_{\rm faces}\rho\Big).$$

Poisson's equation enters as the hypothesis `poisson`, required at every point. This is the type of equation solved for the Hartree potential in real-space electronic-structure calculations, here restricted to polynomial potentials of degree at most 5 and without boundary conditions. The density is then itself a polynomial of degree at most 3, so localised charges are not covered.

```lean
/-- For a potential of degree at most five obeying Poisson's equation in Gaussian units, the
19-point operator on the potential equals `-4π` times the 7-point average of the density. -/
theorem poisson_mehrstellen (h : ℝ) (hh : 0 < h) (φ : MvPolynomial (Fin 3) ℝ)
    (hφ : φ.totalDegree ≤ 5) (ρ : ℝ → ℝ → ℝ → ℝ)
    (poisson : ∀ x y z, value (laplacian φ) x y z = -4 * Real.pi * ρ x y z) (x y z : ℝ) :
    stencil19 (-4) (1 / 3) (1 / 6) h (value φ) x y z
      = -4 * Real.pi * average7 (1 / 2) (1 / 12) h ρ x y z := by
  rw [mehrstellen_exact h hh φ hφ]
  simp only [average7, faceSum, poisson]
  ring
```

## Degree six already fails

Test fields of the form $x^ay^b$ are enough for what remains. Their values are immediate.

```lean
lemma value_powers (a b : ℕ) (x y z : ℝ) :
    value (X 0 ^ a * X 1 ^ b) x y z = x ^ a * y ^ b := by
  simp [value]
```

Their Laplacian is $(x^a)''y^b+x^a(y^b)''$.

```lean
lemma laplacian_powers (a b : ℕ) (x y z : ℝ) :
    value (laplacian (X 0 ^ a * X 1 ^ b)) x y z = d2 a x * y ^ b + x ^ a * d2 b y := by
  rw [X_pow_eq_monomial, X_pow_eq_monomial, monomial_mul, value_laplacian_monomial]
  simp [d2]
```

If the degree bound is dropped, $u=x^6$ is a counter-example. Only $\delta_x$ contributes on the left:

$$\frac{\delta_xx^6}{h^2}=30x^4+30x^2h^2+2h^4 .$$

On the right, $\nabla^2u=30x^4$, and

$$\big(1+\tfrac1{12}\delta_x\big)30x^4=30x^4+30x^2h^2+5h^4 .$$

The left-hand side is smaller by $3h^4$ at every point.

```lean
/-- For the field `x ^ 6` the 19-point operator falls short of the averaged Laplacian by
exactly `3 h ^ 4` at every point. -/
theorem sextic_defect (h : ℝ) (hh : 0 < h) (x y z : ℝ) :
    stencil19 (-4) (1 / 3) (1 / 6) h (value (X 0 ^ 6)) x y z
      = average7 (1 / 2) (1 / 12) h (value (laplacian (X 0 ^ 6))) x y z - 3 * h ^ 4 := by
  have e : (X 0 ^ 6 : MvPolynomial (Fin 3) ℝ) = X 0 ^ 6 * X 1 ^ 0 := by simp
  rw [e, stencil19, div_eq_iff (by positivity)]
  simp only [faceSum, edgeSum, average7, value_powers, laplacian_powers, d2, Nat.reduceSub]
  push_cast
  ring
```

The fields could also have been modelled as functions with continuous derivatives up to sixth order. The exact identity would then become an estimate: Taylor expansion about the centre leaves a discrepancy of order $h^4$, controlled by the sixth derivatives near that point. Such a version would admit more realistic potentials, at the price of remainder bounds. Neither version by itself shows that the solution of the discretised Poisson problem converges, which also requires stability and boundary data.

## The weights are forced

Suppose that a symmetric pair with weights $c,f,e$ and $b_0,b_1$ is exact through degree 5, and that the averaging weights sum to one, $b_0+6b_1=1$. This normalisation makes the average reproduce a constant Laplacian. Four fields, evaluated at the origin, give

$$\begin{aligned}
1:&\quad c+6f+12e=0, & x^2:&\quad 2f+8e=2(b_0+6b_1)=2,\\
x^4:&\quad 2f+8e=24b_1, & x^2y^2:&\quad 4e=8b_1 .
\end{aligned}$$

The second and third equations give $b_1=\tfrac1{12}$, hence $b_0=\tfrac12$. The fourth gives $e=\tfrac16$, the second then $f=\tfrac13$, and the first $c=-4$. The converse is the exactness theorem.

Without the normalisation, uniqueness fails: setting all five weights to zero satisfies the identity trivially. The uniqueness concerns only this stencil shape, with equal weights on all faces and on all edges.

In the code, `k00`, `k20`, `k40` and `k22` are the four tests. After the powers of $h$ are cancelled, `linarith` solves the linear system.

```lean
/-- Among symmetric 19-point operators paired with a normalised 7-point average, exactness
through degree five holds precisely for the Mehrstellen weights. -/
theorem weights_unique (h : ℝ) (hh : 0 < h) (c f e b₀ b₁ : ℝ) (norm : b₀ + 6 * b₁ = 1) :
    (∀ u : MvPolynomial (Fin 3) ℝ, u.totalDegree ≤ 5 → ∀ x y z,
      stencil19 c f e h (value u) x y z = average7 b₀ b₁ h (value (laplacian u)) x y z)
    ↔ c = -4 ∧ f = 1 / 3 ∧ e = 1 / 6 ∧ b₀ = 1 / 2 ∧ b₁ = 1 / 12 := by
  constructor
  · intro H
    have deg : ∀ a b : ℕ, a + b ≤ 5 →
        (X 0 ^ a * X 1 ^ b : MvPolynomial (Fin 3) ℝ).totalDegree ≤ 5 := by
      intro a b hab
      refine (totalDegree_mul _ _).trans ?_
      rw [totalDegree_X_pow, totalDegree_X_pow]
      exact hab
    have h2 : h ^ 2 ≠ 0 := by positivity
    have h4 : h ^ 4 ≠ 0 := by positivity
    -- test on 1, x², x⁴ and x²y² at the origin
    have k00 := H _ (deg 0 0 (by norm_num)) 0 0 0
    have k20 := H _ (deg 2 0 (by norm_num)) 0 0 0
    have k40 := H _ (deg 4 0 (by norm_num)) 0 0 0
    have k22 := H _ (deg 2 2 (by norm_num)) 0 0 0
    rw [stencil19, div_eq_iff h2] at k00 k20 k40 k22
    simp only [faceSum, edgeSum, average7, value_powers, laplacian_powers, d2,
      Nat.reduceSub] at k00 k20 k40 k22
    push_cast at k00 k20 k40 k22
    have e00 : c + 6 * f + 12 * e = 0 := by linear_combination k00
    have e20 : 2 * f + 8 * e = 2 * (b₀ + 6 * b₁) :=
      mul_left_cancel₀ h2 (by linear_combination k20)
    have e40 : 2 * f + 8 * e = 24 * b₁ :=
      mul_left_cancel₀ h4 (by linear_combination k40)
    have e22 : 4 * e = 8 * b₁ :=
      mul_left_cancel₀ h4 (by linear_combination k22)
    refine ⟨?_, ?_, ?_, ?_, ?_⟩ <;> linarith
  · rintro ⟨rfl, rfl, rfl, rfl, rfl⟩ u hu x y z
    exact mehrstellen_exact h hh u hu x y z

end

end MehrstellenLaplacian
```

```lean
#print axioms MehrstellenLaplacian.mehrstellen_exact
-- 'MehrstellenLaplacian.mehrstellen_exact' depends on axioms: [propext, Classical.choice, Quot.sound]
#print axioms MehrstellenLaplacian.poisson_mehrstellen
-- 'MehrstellenLaplacian.poisson_mehrstellen' depends on axioms: [propext, Classical.choice, Quot.sound]
#print axioms MehrstellenLaplacian.sextic_defect
-- 'MehrstellenLaplacian.sextic_defect' depends on axioms: [propext, Classical.choice, Quot.sound]
#print axioms MehrstellenLaplacian.weights_unique
-- 'MehrstellenLaplacian.weights_unique' depends on axioms: [propext, Classical.choice, Quot.sound]
```
